# A Strain-Symmetric Piezoelectric Tensor Is Fixed by Its Long-Wave Charge

Take two dimensions and let $e_{a,bc}=e_{a,cb}$ be the polarization along $a$ per displacement gradient $\partial_c u_b$. Suppose we know only the coefficients $Q_{b,ac}=Q_{b,ca}$ in

$$Q_{b,ac}=e_{a,bc}+e_{c,ab}.\tag{1}$$

The components with indices 1, 1, 2 obey

$$Q_{2,11}=2e_{1,12},\qquad Q_{1,12}=e_{1,12}+e_{2,11}.$$

The first equation gives $e_{1,12}=Q_{2,11}/2$, and the second then gives $e_{2,11}=Q_{1,12}-Q_{2,11}/2$. These two sums therefore determine both components.

## From charge to polarization

In general, for every $Q$ symmetric in its last pair, exactly one $e$ with the same symmetry satisfies (1). Write (1) three times with permuted indices:

$$\begin{aligned}
Q_{b,ac}&=e_{a,bc}+e_{c,ab},\\
Q_{c,ab}&=e_{a,cb}+e_{b,ac},\\
Q_{a,bc}&=e_{b,ac}+e_{c,ba}.
\end{aligned}$$

Adding the first two and subtracting the third leaves $2e_{a,bc}$, so

$$e_{a,bc}=\tfrac12\left(Q_{b,ac}+Q_{c,ab}-Q_{a,bc}\right).\tag{2}$$

This proves uniqueness. Conversely, (2) is symmetric in $b,c$, and

$$e_{a,bc}+e_{c,ab}=\tfrac12(Q_{b,ac}+Q_{c,ab}-Q_{a,bc})+\tfrac12(Q_{a,cb}+Q_{b,ca}-Q_{c,ab})=Q_{b,ac}.$$

Relation (1) comes from a displacement wave $u_b e^{i\mathbf q\cdot\mathbf r}$. With the macroscopic electric field held at zero, its polarization amplitude to first order in $\mathbf q$ is $P_a=i\sum_{bc}q_cu_be_{a,bc}$, and its charge amplitude, from $-\nabla\cdot\mathbf P$, is $\sum_{abc} q_aq_cu_be_{a,bc}$. Equate this to the second-order charge $\frac12\sum_{abc} q_aq_cu_bQ_{b,ac}$ for all $\mathbf q,\mathbf u$, and set $D_{a,bc}=e_{a,bc}-\frac12Q_{b,ac}$. With $\mathbf u$ along $b$, a wavevector along $a$ gives $D_{a,ba}=0$, and likewise $D_{c,bc}=0$. A wavevector along the sum of the two axes then gives

$$D_{a,bc}+D_{c,ba}=0,$$

which is (1). Conversely, if this holds, exchanging $a$ and $c$ in $\sum_{ac} q_aq_cD_{a,bc}$ reverses its sign, so the sum vanishes.

## Tensors and Martin's permutation

The type `n` labels Cartesian directions; three-dimensional space is one instance. A tensor is a real function of three indices, with `e a b c` for $e_{a,bc}$ and `Q b a c` for $Q_{b,ac}$.

In Lean 4 with Mathlib:

```lean
import Mathlib

open Finset

namespace LongWavePiezoelectricity

noncomputable section

variable {n : Type*}
```

For $e$, the next condition says that only strain polarizes the crystal: a rigid rotation gives no response, as in a crystal without spontaneous polarization. For $Q$, it reflects the symmetry of $q_aq_c$.

```lean
/-- A third-rank tensor `T_(a,bc)` is symmetric in its last two indices. -/
def PairSymmetric (T : n → n → n → ℝ) : Prop :=
  ∀ a b c, T a b c = T a c b
```

Equation (2) becomes a definition.

```lean
/-- Martin's permutation `(Q_(b,ac) + Q_(c,ab) - Q_(a,bc)) / 2` of the long-wave charge
coefficients `Q`. -/
def martin (Q : n → n → n → ℝ) (a b c : n) : ℝ :=
  (Q b a c + Q c a b - Q a b c) / 2
```

The next two theorems establish its symmetry and the sum rule. After the definition is unfolded, `linarith` combines the indicated symmetries of `Q`.

```lean
/-- Martin's permutation of a pair-symmetric tensor is again symmetric in its last two
indices. -/
theorem martin_pairSymmetric {Q : n → n → n → ℝ} (hQ : PairSymmetric Q) :
    PairSymmetric (martin Q) := by
  intro a b c
  simp only [martin]
  linarith [hQ a b c]

/-- For pair-symmetric `Q`, Martin's permutation `e` of `Q` solves the sum rule `Q_(b,ac) = e_(a,bc)
+ e_(c,ab)`. -/
theorem martin_sum_rule {Q : n → n → n → ℝ} (hQ : PairSymmetric Q) (a b c : n) :
    Q b a c = martin Q a b c + martin Q c a b := by
  simp only [martin]
  linarith [hQ a b c, hQ b a c]
```

For uniqueness, `h a b c`, `h a c b` and `h b a c` are the three equations displayed above, in that order.

```lean
/-- A strain-symmetric tensor `e` that obeys the sum rule is Martin's permutation of `Q`. -/
theorem eq_martin_of_sum_rule {Q e : n → n → n → ℝ} (he : PairSymmetric e)
    (h : ∀ a b c, Q b a c = e a b c + e c a b) : e = martin Q := by
  funext a b c
  simp only [martin]
  -- three permuted copies of the sum rule isolate one component of `e`
  linarith [h a b c, h a c b, h b a c, he a b c, he c a b]
```

Together these give existence and uniqueness, written `∃!`.

```lean
/-- For every pair-symmetric `Q` there is exactly one strain-symmetric tensor `e` with
`Q_(b,ac) = e_(a,bc) + e_(c,ab)`. -/
theorem existsUnique_sum_rule {Q : n → n → n → ℝ} (hQ : PairSymmetric Q) :
    ∃! e : n → n → n → ℝ,
      PairSymmetric e ∧ ∀ a b c, Q b a c = e a b c + e c a b :=
  ⟨martin Q, ⟨martin_pairSymmetric hQ, martin_sum_rule hQ⟩,
    fun _ h => eq_martin_of_sum_rule h.1 h.2⟩
```

When $Q$ is symmetric under all permutations, the three terms of (2) coincide up to sign and $e=Q/2$. One dimension is the simplest example.

```lean
/-- If `Q` is symmetric under all permutations of its indices, Martin's permutation
is `Q / 2`. -/
theorem martin_of_totally_symmetric {Q : n → n → n → ℝ} (hQ : PairSymmetric Q)
    (hS : ∀ a b c, Q a b c = Q b a c) (a b c : n) :
    martin Q a b c = Q a b c / 2 := by
  simp only [martin]
  linarith [hQ a b c, hS a b c, hS a c b]
```

## Charge amplitudes of a long wave

The sums require finitely many directions. The two definitions fix the sign and the factor $\frac12$ in the convention for $Q$; `q` and `u` are real vectors.

```lean
variable [Fintype n]

/-- Charge amplitude `∑ q_a q_c u_b e_(a,bc)` of a displacement wave with wavevector `q` and
amplitude `u`, when a displacement `b` with gradient along `c` polarizes along `a`. -/
def polarizationCharge (e : n → n → n → ℝ) (q u : n → ℝ) : ℝ :=
  ∑ b, u b * ∑ a, q a * ∑ c, q c * e a b c

/-- Second-order charge amplitude `(1/2) ∑ q_a q_c u_b Q_(b,ac)` of a displacement wave with
wavevector `q` and amplitude `u`. -/
def secondOrderCharge (Q : n → n → n → ℝ) (q u : n → ℝ) : ℝ :=
  (1 / 2) * ∑ b, u b * ∑ a, q a * ∑ c, q c * Q b a c
```

The following theorem assumes no strain symmetry. Its forward half uses the test waves of the derivation, and its reverse half exchanges the summation indices with `Finset.sum_comm`.

```lean
/-- A response tensor produces no charge in any long wave exactly when it is antisymmetric
under exchange of the polarization and gradient directions. -/
theorem polarizationCharge_eq_zero_iff (e : n → n → n → ℝ) :
    (∀ q u, polarizationCharge e q u = 0) ↔ ∀ a b c, e a b c + e c b a = 0 := by
  classical
  constructor
  · intro h a b c
    -- displace along `b` only
    have hb : ∀ q : n → ℝ, ∑ x, q x * ∑ y, q y * e x b y = 0 := by
      intro q
      have h0 := h q (fun i => if i = b then 1 else 0)
      simpa [polarizationCharge] using h0
    -- wavevectors along `a`, along `c`, and along their sum
    have haa : e a b a = 0 := by
      simpa using hb (fun i => if i = a then 1 else 0)
    have hcc : e c b c = 0 := by
      simpa using hb (fun i => if i = c then 1 else 0)
    have hac := hb (fun i => (if i = a then 1 else 0) + (if i = c then 1 else 0))
    simp [add_mul, Finset.sum_add_distrib] at hac
    linarith
  · intro h q u
    have hS : ∀ b, ∑ a, q a * ∑ c, q c * e a b c = 0 := by
      intro b
      -- exchanging the two summation indices reverses the sign
      have h1 : ∑ a, q a * ∑ c, q c * e a b c
          = -(∑ a, q a * ∑ c, q c * e a b c) := by
        calc ∑ a, q a * ∑ c, q c * e a b c
            = ∑ a, ∑ c, q a * (q c * e a b c) := by simp only [Finset.mul_sum]
          _ = ∑ c, ∑ a, q a * (q c * e a b c) := Finset.sum_comm
          _ = ∑ c, ∑ a, -(q c * (q a * e c b a)) := by
              refine Finset.sum_congr rfl fun c _ => Finset.sum_congr rfl fun a _ => ?_
              linear_combination q a * q c * h a b c
          _ = -(∑ a, q a * ∑ c, q c * e a b c) := by
              simp only [Finset.mul_sum, Finset.sum_neg_distrib]
      linarith
    simp [polarizationCharge, hS]
```

It also shows what changes if `e` is modelled as a response to the full displacement gradient, without pair symmetry. Any part antisymmetric in $a$ and $c$ is then invisible in the charge, and in two or more dimensions the charge no longer determines `e`.

Applied to $D$, the theorem turns equality of charges into the sum rule. Here `hd` identifies the charge of $D$ with the difference of the two charges.

```lean
/-- For strain-symmetric `e` and pair-symmetric `Q`, the two charge amplitudes agree in every
long wave exactly when `Q_(b,ac) = e_(a,bc) + e_(c,ab)`. -/
theorem charge_eq_iff_sum_rule {Q e : n → n → n → ℝ} (hQ : PairSymmetric Q)
    (he : PairSymmetric e) :
    (∀ q u, polarizationCharge e q u = secondOrderCharge Q q u) ↔
      ∀ a b c, Q b a c = e a b c + e c a b := by
  -- the difference of the charges is the charge of a difference tensor
  have hd : ∀ q u, polarizationCharge (fun a b c => e a b c - Q b a c / 2) q u
      = polarizationCharge e q u - secondOrderCharge Q q u := by
    intro q u
    simp only [polarizationCharge, secondOrderCharge, mul_sub, Finset.sum_sub_distrib,
      Finset.mul_sum]
    congr 1
    refine Finset.sum_congr rfl fun b _ => Finset.sum_congr rfl fun a _ =>
      Finset.sum_congr rfl fun c _ => ?_
    ring
  have key := polarizationCharge_eq_zero_iff (fun a b c => e a b c - Q b a c / 2)
  simp only [hd, sub_eq_zero] at key
  rw [key]
  constructor
  · intro h a b c
    linarith [h a b c, hQ b a c, he c a b]
  · intro h a b c
    linarith [h a b c, hQ b a c, he c a b]
```

The last theorem combines this equivalence with the algebra above.

```lean
/-- For pair-symmetric `Q` there is exactly one strain-symmetric tensor `e` whose polarization
charge equals the second-order charge of `Q` in every long wave. -/
theorem existsUnique_of_longWave_charge {Q : n → n → n → ℝ} (hQ : PairSymmetric Q) :
    ∃! e : n → n → n → ℝ,
      PairSymmetric e ∧ ∀ q u, polarizationCharge e q u = secondOrderCharge Q q u :=
  ⟨martin Q,
    ⟨martin_pairSymmetric hQ,
      (charge_eq_iff_sum_rule hQ (martin_pairSymmetric hQ)).2 (martin_sum_rule hQ)⟩,
    fun _ h => eq_martin_of_sum_rule h.1 ((charge_eq_iff_sum_rule hQ h.1).1 h.2)⟩

end

end LongWavePiezoelectricity
```

```lean
#print axioms LongWavePiezoelectricity.existsUnique_sum_rule
#print axioms LongWavePiezoelectricity.martin_of_totally_symmetric
#print axioms LongWavePiezoelectricity.existsUnique_of_longWave_charge
```

```
'LongWavePiezoelectricity.existsUnique_sum_rule' depends on axioms: [propext, Classical.choice, Quot.sound]
'LongWavePiezoelectricity.martin_of_totally_symmetric' depends on axioms: [propext, Classical.choice, Quot.sound]
'LongWavePiezoelectricity.existsUnique_of_longWave_charge' depends on axioms: [propext, Classical.choice, Quot.sound]
```

In density functional perturbation theory, this permutation can be used to convert second-order charge coefficients into a clamped-ion piezoelectric tensor, within a linear model with no macroscopic electric field. Those coefficients come from second moments of the microscopic charge induced by displacing single atoms; here $Q$ is given, and neither its electronic calculation nor the relaxation of internal coordinates is treated.
